# The two reduced matrices of a finite bipartite pure state have equal traces of every positive integer power

## Coefficient matrix, partial traces and Rényi entropy

Let subsystems A and B have finite orthonormal bases, labelled by \(i\) and \(j\), with dimensions \(d_A\) and \(d_B\). A vector \(\psi\) has components \(\psi(i,j)\), which form the \(d_A\times d_B\) coefficient matrix \(C_{ij}=\psi(i,j)\). The reduced matrices of \(|\psi\rangle\langle\psi|\) are

\[
(\rho_A)_{ii'}=\sum_j \psi(i,j)\,\overline{\psi(i',j)},\qquad
(\rho_B)_{jj'}=\sum_i \psi(i,j)\,\overline{\psi(i,j')} .
\]

For a density matrix \(\rho\), the Rényi entropy of integer order \(q\ge 2\) is \(S_q(\rho)=\log(\mathrm{Tr}\,\rho^q)/(1-q)\). For a normalised pure state of A and B, the Rényi entropies of \(\rho_A\) and \(\rho_B\) measure the entanglement between the two subsystems, and the result below lets them be computed on whichever side is smaller.

## What the theorems say

In Lean, the basis labels are finite types `m` and `n`, and `ψ : m × n → ℂ` is an arbitrary vector. `coeff ψ` is \(C\), `pureState ψ` is \(|\psi\rangle\langle\psi|\), and `traceOutB` and `traceOutA` name the subsystem that is summed away, so they yield \(\rho_A\) and \(\rho_B\) respectively.

The main theorem, `trace_pow_reduced_eq`, states \(\mathrm{Tr}\,\rho_A^k=\mathrm{Tr}\,\rho_B^k\) for \(k\ge1\). `renyi_reduced_eq` gives equal entropies at order \(k+2\) for every natural number \(k\), which avoids the zero denominator at order 1. Von Neumann entropy, non-integer orders and infinite dimension are not treated.

Normalisation is not assumed. If \(N=\mathrm{Tr}\,\rho_A=\mathrm{Tr}\,\rho_B>0\), the physical entropy is

\[
S_q(\rho/N)=\frac{\log(\mathrm{Tr}\,\rho^q)-q\log N}{1-q},
\]

with the same correction on both sides.

## Marginals and the cyclic trace

Reading the sums as matrix products gives

\[
(\rho_A)_{ii'}=\sum_j C_{ij}(C^\dagger)_{ji'}=(CC^\dagger)_{ii'},\qquad
(\rho_B)_{jj'}=\sum_i (C^\dagger)_{j'i}C_{ij}=(C^\dagger C)_{j'j}.
\]

Hence \(\rho_A=CC^\dagger\) and \(\rho_B=(C^\dagger C)^T\).

For rectangular matrices \(A\) and \(B\) (here not the subsystems) of sizes \(d_A\times d_B\) and \(d_B\times d_A\), we have \((AB)^lA=A(BA)^l\). This is clear at \(l=0\), and the induction step is

\[
(AB)^{l+1}A=(AB)^lA(BA)=A(BA)^l(BA)=A(BA)^{l+1}.
\]

Cyclicity of the trace then gives

\[
\mathrm{Tr}(AB)^{k+1}=\mathrm{Tr}\big[A(BA)^kB\big]=\mathrm{Tr}\big[BA(BA)^k\big]=\mathrm{Tr}(BA)^{k+1}.
\]

Set \(A=C\) and \(B=C^\dagger\). Since \((M^T)^k=(M^k)^T\) and transposition preserves the trace, the main theorem follows. Equal traces give equal entropies.

## Positivity and the shared nonzero spectrum

Let \(\psi\ne0\) and \(P=CC^\dagger\). Every \(P^k\) is positive semidefinite, so its trace is nonnegative and vanishes only if \(P^k=0\). In that case \(P^{2^k}=0\), because \(k<2^k\). As \(P\) is Hermitian, \(P^{2^{l+1}}=(P^{2^l})^\dagger P^{2^l}\), so a vanishing left side forces \(P^{2^l}=0\). Repeated halving gives \(P=0\), hence \(C=0\) and \(\psi=0\), a contradiction. The logarithm's argument is therefore positive.

For the spectra, evaluate the determinant of

\[
\begin{pmatrix}x\,1&A\\B&1\end{pmatrix}
\]

by either Schur complement. For \(x\ne0\),

\[
\det(x-AB)=x^{d_A}\det(1-BA/x)=x^{d_A-d_B}\det(x-BA).
\]

Multiplying by \(x^{d_B}\) gives a polynomial identity, so \(\rho_A\) and \(\rho_B\) share their nonzero eigenvalues with algebraic multiplicity.

## Zeroth powers and a mixed state

At \(k=0\) the traces are \(d_A\) and \(d_B\), which agree only for equal dimensions. Purity of the joint state matters too. For two qubits, with \(1\) the \(2\times2\) identity matrix, the state \(|0\rangle\langle0|\otimes 1/2\) has marginals \(|0\rangle\langle0|\) and \(1/2\), with \(\mathrm{Tr}\,\rho_A^2=1\) and \(\mathrm{Tr}\,\rho_B^2=2\cdot\tfrac14=\tfrac12\).

## The Lean file

```lean
import Mathlib

open Matrix
open scoped ComplexOrder Kronecker

namespace BipartiteReducedStates

noncomputable section

variable {m n : Type*} [Fintype m] [Fintype n] [DecidableEq m] [DecidableEq n]

/-- The coefficient matrix `C` of a bipartite vector, with `C i j = ψ (i, j)`. -/
def coeff {m n : Type*} (ψ : m × n → ℂ) : Matrix m n ℂ :=
  Matrix.of fun i j => ψ (i, j)

/-- The operator `|ψ⟩⟨ψ|` of a bipartite vector. -/
def pureState {m n : Type*} (ψ : m × n → ℂ) : Matrix (m × n) (m × n) ℂ :=
  Matrix.of fun p q => ψ p * star (ψ q)

/-- The partial trace over subsystem B, which leaves an operator on A. -/
def traceOutB {m n : Type*} [Fintype n] (ρ : Matrix (m × n) (m × n) ℂ) : Matrix m m ℂ :=
  Matrix.of fun i i' => ∑ j, ρ (i, j) (i', j)

/-- The partial trace over subsystem A, which leaves an operator on B. -/
def traceOutA {m n : Type*} [Fintype m] (ρ : Matrix (m × n) (m × n) ℂ) : Matrix n n ℂ :=
  Matrix.of fun j j' => ∑ i, ρ (i, j) (i, j')

/-- The expression `log (Re Tr ρ^q) / (1 - q)`, which is the Rényi entropy of integer order `q` when
`ρ` is a density matrix and `q ≥ 2`. -/
def renyi (q : ℕ) (ρ : Matrix m m ℂ) : ℝ :=
  Real.log (trace (ρ ^ q)).re / (1 - (q : ℝ))

omit [Fintype m] [DecidableEq m] [DecidableEq n] in
/-- The reduced matrix of subsystem A is `C Cᴴ`. -/
theorem reduced_A (ψ : m × n → ℂ) :
    traceOutB (pureState ψ) = coeff ψ * (coeff ψ)ᴴ := by
  ext i i'
  simp [traceOutB, pureState, coeff, Matrix.mul_apply]

omit [Fintype n] [DecidableEq m] [DecidableEq n] in
/-- The reduced matrix of subsystem B is the transpose of `Cᴴ C`. -/
theorem reduced_B (ψ : m × n → ℂ) :
    traceOutA (pureState ψ) = ((coeff ψ)ᴴ * coeff ψ)ᵀ := by
  ext j j'
  simp [traceOutA, pureState, coeff, Matrix.mul_apply, mul_comm]

/-- For rectangular matrices `A` and `B`, the products `A B` and `B A` have equal traces of
every positive power. -/
theorem trace_pow_mul_comm (A : Matrix m n ℂ) (B : Matrix n m ℂ) (k : ℕ) :
    trace ((A * B) ^ (k + 1)) = trace ((B * A) ^ (k + 1)) := by
  -- push `A` through the powers
  have push : ∀ l : ℕ, (A * B) ^ l * A = A * (B * A) ^ l := by
    intro l
    induction l with
    | zero => simp
    | succ l ih =>
      calc (A * B) ^ (l + 1) * A = (A * B) ^ l * A * (B * A) := by
            rw [pow_succ]; simp only [Matrix.mul_assoc]
        _ = A * (B * A) ^ (l + 1) := by
            rw [ih, pow_succ, Matrix.mul_assoc]
  -- then close the cycle under the trace
  calc trace ((A * B) ^ (k + 1)) = trace ((A * B) ^ k * A * B) := by
        rw [pow_succ, Matrix.mul_assoc]
    _ = trace (B * (A * (B * A) ^ k)) := by
        rw [push, Matrix.trace_mul_comm]
    _ = trace ((B * A) ^ (k + 1)) := by
        rw [pow_succ', Matrix.mul_assoc]

/-- The two reduced matrices of a bipartite vector satisfy `Tr ρ_A^k = Tr ρ_B^k` for every
`k ≥ 1`. -/
theorem trace_pow_reduced_eq (ψ : m × n → ℂ) {k : ℕ} (hk : 1 ≤ k) :
    trace (traceOutB (pureState ψ) ^ k) = trace (traceOutA (pureState ψ) ^ k) := by
  obtain ⟨l, rfl⟩ := Nat.exists_eq_add_of_le' hk
  rw [reduced_A, reduced_B, ← Matrix.transpose_pow, Matrix.trace_transpose]
  exact trace_pow_mul_comm _ _ l

omit [DecidableEq n] in
/-- For a nonzero bipartite vector, `Tr ρ_A^k` is real and strictly positive for every `k`. -/
theorem trace_pow_reduced_pos (ψ : m × n → ℂ) (hψ : ψ ≠ 0) (k : ℕ) :
    0 < trace (traceOutB (pureState ψ) ^ k) := by
  rw [reduced_A]
  have hP : (coeff ψ * (coeff ψ)ᴴ).PosSemidef := Matrix.posSemidef_self_mul_conjTranspose _
  -- a Hermitian matrix with a vanishing power is zero, by repeated halving of the exponent
  have halve : ∀ l : ℕ, (coeff ψ * (coeff ψ)ᴴ) ^ (2 ^ l) = 0 → coeff ψ * (coeff ψ)ᴴ = 0 := by
    intro l
    induction l with
    | zero => intro h; simpa using h
    | succ l ih =>
      intro h
      apply ih
      apply Matrix.conjTranspose_mul_self_eq_zero.mp
      rw [Matrix.conjTranspose_pow, hP.isHermitian.eq, ← pow_add, ← two_mul, ← pow_succ']
      exact h
  refine lt_of_le_of_ne (hP.pow k).trace_nonneg fun h0 => hψ ?_
  have hk : (coeff ψ * (coeff ψ)ᴴ) ^ k = 0 := (hP.pow k).trace_eq_zero_iff.mp h0.symm
  have hC : coeff ψ = 0 := Matrix.self_mul_conjTranspose_eq_zero.mp
    (halve k (pow_eq_zero_of_le Nat.lt_two_pow_self.le hk))
  funext p
  exact congrFun (congrFun hC p.1) p.2

/-- The two reduced matrices of a bipartite vector have equal values of `renyi` at every integer
order `k + 2`. For a unit vector these values are the Rényi entropies. -/
theorem renyi_reduced_eq (ψ : m × n → ℂ) (k : ℕ) :
    renyi (k + 2) (traceOutB (pureState ψ)) = renyi (k + 2) (traceOutA (pureState ψ)) := by
  unfold renyi
  rw [trace_pow_reduced_eq ψ (by omega : 1 ≤ k + 2)]

/-- The characteristic polynomials of the two reduced matrices agree after multiplication by
`X ^ dim B` and `X ^ dim A` respectively. -/
theorem charpoly_reduced (ψ : m × n → ℂ) :
    Polynomial.X ^ Fintype.card n * (traceOutB (pureState ψ)).charpoly =
      Polynomial.X ^ Fintype.card m * (traceOutA (pureState ψ)).charpoly := by
  rw [reduced_A, reduced_B, Matrix.charpoly_transpose]
  exact Matrix.charpoly_mul_comm' _ _

/-- At `k = 0` the traces of the powers agree exactly when the two subsystems have the same
dimension. -/
theorem trace_pow_zero_iff (ψ : m × n → ℂ) :
    trace (traceOutB (pureState ψ) ^ 0) = trace (traceOutA (pureState ψ) ^ 0) ↔
      Fintype.card m = Fintype.card n := by
  rw [pow_zero, pow_zero, Matrix.trace_one, Matrix.trace_one, Nat.cast_inj]

/-- For the mixed two-qubit state `|0⟩⟨0| ⊗ 1/2` the purities of the two reduced states are
`1` and `1/2`. -/
theorem mixed_state_purities_differ :
    trace (traceOutB ((!![1, 0; 0, 0] : Matrix (Fin 2) (Fin 2) ℂ) ⊗ₖ
      (!![1/2, 0; 0, 1/2] : Matrix (Fin 2) (Fin 2) ℂ)) ^ 2) = 1 ∧
    trace (traceOutA ((!![1, 0; 0, 0] : Matrix (Fin 2) (Fin 2) ℂ) ⊗ₖ
      (!![1/2, 0; 0, 1/2] : Matrix (Fin 2) (Fin 2) ℂ)) ^ 2) = 1 / 2 := by
  constructor
  · simp only [pow_two, Matrix.trace_fin_two, Matrix.mul_apply, Fin.sum_univ_two, traceOutB,
      Matrix.of_apply, Matrix.kroneckerMap_apply]
    norm_num
  · simp only [pow_two, Matrix.trace_fin_two, Matrix.mul_apply, Fin.sum_univ_two, traceOutA,
      Matrix.of_apply, Matrix.kroneckerMap_apply]
    norm_num

end

end BipartiteReducedStates
```

```lean
#print axioms BipartiteReducedStates.renyi_reduced_eq
#print axioms BipartiteReducedStates.charpoly_reduced
#print axioms BipartiteReducedStates.trace_pow_zero_iff
#print axioms BipartiteReducedStates.mixed_state_purities_differ
```

```
'BipartiteReducedStates.renyi_reduced_eq' depends on axioms: [propext, Classical.choice, Quot.sound]
'BipartiteReducedStates.charpoly_reduced' depends on axioms: [propext, Classical.choice, Quot.sound]
'BipartiteReducedStates.trace_pow_zero_iff' depends on axioms: [propext, Classical.choice, Quot.sound]
'BipartiteReducedStates.mixed_state_purities_differ' depends on axioms: [propext, Classical.choice, Quot.sound]
```

## How the lemmas fit together

`reduced_A` and `reduced_B` compare entries and unfold the sums. In `trace_pow_mul_comm`, the inner claim `push` is the induction above, and `Matrix.trace_mul_comm` closes the cycle. `trace_pow_reduced_eq` writes \(k=l+1\), inserts both marginals, removes the transpose and applies that lemma; `renyi_reduced_eq` substitutes the result into the entropy.

In `trace_pow_reduced_pos`, `halve` carries out the descent through powers of two. The complex inequality `0 < trace …` means that the trace is real and positive, which justifies taking its real part in `renyi`.

`charpoly_reduced` removes the transpose and uses Mathlib's `Matrix.charpoly_mul_comm'` for the determinant identity. `trace_pow_zero_iff` compares traces of identity matrices, and `mixed_state_purities_differ` expands the two-qubit sums and evaluates them.
